# In an attractive Coulomb field, no Dirac solution with positive κ has both components proportional to one decaying function r^s exp(−λr)

Take one electron in a p½ state, for which the Dirac quantum number κ is 1, in the field of a point nucleus with coupling a > 0. Let G and F be the large and small radial components, each multiplied by the radius r, and let E be the total energy, rest energy included, in units of the rest energy. With r in units of ħ/(mc), the radial equations are

G′ = −G/r + (E + 1 + a/r) F

F′ = F/r − (E − 1 + a/r) G.

Try the form of a hydrogenic ground state, G = r^s exp(−λr) and F = cG, with λ > 0. Since G′ = (s/r − λ)G, dividing by G leaves only 1/r terms and constants. The 1/r terms give

s = −1 + ac,  cs = c − a.

Multiply the first by c and subtract the second: 2c = a(c² + 1). Hence c > 0. The constant terms give

−λ = (E + 1)c,  cλ = E − 1.

The last relation makes E greater than 1, so (E + 1)c is positive, whereas −λ is negative. The 1/r terms fix the sign of c, and the constant terms reject that sign.

The same argument works for every positive κ. The development uses Mathlib's real analysis.

```lean
import Mathlib

open Filter Topology Set

namespace MissingNodelessDirac

noncomputable section
```

## The radial equations

Write k for κ. In an atom it is a nonzero integer: k = l for j = l − ½, and k = −(l + 1) for j = l + ½, where l is the orbital quantum number of the large component. The coupling is a = Zα, with Z the nuclear charge and α the fine-structure constant. The general equations are

G′ = −kG/r + (E + 1 + a/r) F

F′ = kF/r − (E − 1 + a/r) G.

`IsRadialDirac k a E G F` says that both hold at every r > 0. Each `HasDerivAt` states that the derivative exists and has the given value. All quantities are real, and k need not be an integer. The predicate contains no boundary condition and no normalisation, so it describes solutions of the differential equations, not yet bound states. The model has one electron, a point nucleus and no radiative corrections.

```lean
/-- The radial Dirac equations on `r > 0` for the components `G` and `F` in the Coulomb
potential `-a / r`, with Dirac quantum number `k` and energy `E` in units of the rest energy. -/
def IsRadialDirac (k a E : ℝ) (G F : ℝ → ℝ) : Prop :=
  ∀ r : ℝ, 0 < r →
    HasDerivAt G (-k * G r / r + (E + 1 + a / r) * F r) r ∧
    HasDerivAt F (k * F r / r - (E - 1 + a / r) * G r) r
```

## The trial function and its logarithmic derivative

The trial function, with `lam` for λ, is

N(r) = r^s exp(−λr).

```lean
/-- The nodeless radial function `r ^ s * exp (-lam * r)`. -/
def nodeless (s lam r : ℝ) : ℝ := r ^ s * Real.exp (-lam * r)
```

Both factors are positive for r > 0, so N has no node there and may be divided out.

```lean
/-- The nodeless radial function is positive at every positive radius. -/
theorem nodeless_pos (s lam : ℝ) {r : ℝ} (hr : 0 < r) : 0 < nodeless s lam r :=
  mul_pos (Real.rpow_pos_of_pos hr s) (Real.exp_pos _)
```

The product rule gives

N′ = s r^(s−1) exp(−λr) − λ r^s exp(−λr) = (s/r − λ) N.

The Lean proof differentiates the two factors separately and then rewrites r^(s−1) as r^s/r.

```lean
/-- At every positive radius the logarithmic derivative of the nodeless radial function is `s / r -
lam`. -/
theorem nodeless_hasDerivAt (s lam : ℝ) {r : ℝ} (hr : 0 < r) :
    HasDerivAt (nodeless s lam) ((s / r - lam) * nodeless s lam r) r := by
  have h1 : HasDerivAt (fun x : ℝ => x ^ s) (s * r ^ (s - 1)) r :=
    Real.hasDerivAt_rpow_const (Or.inl hr.ne')
  have h2 : HasDerivAt (fun x : ℝ => Real.exp (-lam * x))
      (Real.exp (-lam * r) * (-lam * 1)) r :=
    ((hasDerivAt_id' r).const_mul (-lam)).exp
  have h3 : HasDerivAt (nodeless s lam)
      (s * r ^ (s - 1) * Real.exp (-lam * r)
        + r ^ s * (Real.exp (-lam * r) * (-lam * 1))) r := h1.fun_mul h2
  refine h3.congr_deriv ?_
  rw [Real.rpow_sub_one hr.ne']
  unfold nodeless
  ring
```

## Four algebraic relations replace the differential equations

Insert G = N and F = cN and divide by N:

s/r − λ = −k/r + (E + 1 + a/r)c

c(s/r − λ) = kc/r − (E − 1 + a/r).

Each line has the form P/r + Q = 0 with constants P and Q. At r = 1 it reads P + Q = 0, and at r = 2 it reads P/2 + Q = 0, so P = Q = 0. The result is

s = −k + ac,  −λ = (E + 1)c,  cs = kc − a,  cλ = E − 1.

Conversely, these four relations restore both equations at every r > 0. The theorem states this equivalence for all real parameters, whatever their signs.

In the forward direction, `HasDerivAt.unique` equates the derivative computed from N with the one demanded by the Dirac equation, and `mul_right_cancel₀` divides by N. The `linear_combination` steps then combine the values at the two radii.

```lean
/-- The pair `G = nodeless s lam`, `F = c * G` solves the radial Dirac equations exactly when the
coefficients of `1 / r` and the constant terms match in both equations. -/
theorem nodeless_solves_iff (k a E s c lam : ℝ) :
    IsRadialDirac k a E (nodeless s lam) (fun r => c * nodeless s lam r) ↔
      s = -k + a * c ∧ -lam = (E + 1) * c ∧ c * s = k * c - a ∧ c * lam = E - 1 := by
  constructor
  · intro h
    -- divide both equations by the positive function `nodeless s lam r`
    have key : ∀ r : ℝ, 0 < r →
        s / r - lam = -k / r + (E + 1 + a / r) * c ∧
        c * (s / r - lam) = k * c / r - (E - 1 + a / r) := by
      intro r hr
      have hN := (nodeless_pos s lam hr).ne'
      have hd := nodeless_hasDerivAt s lam hr
      have e1 : (s / r - lam) * nodeless s lam r = -k * nodeless s lam r / r
          + (E + 1 + a / r) * (c * nodeless s lam r) := hd.unique (h r hr).1
      have e2 : c * ((s / r - lam) * nodeless s lam r) = k * (c * nodeless s lam r) / r
          - (E - 1 + a / r) * nodeless s lam r := (hd.const_mul c).unique (h r hr).2
      exact ⟨mul_right_cancel₀ hN (by linear_combination e1),
        mul_right_cancel₀ hN (by linear_combination e2)⟩
    -- two radii suffice to separate the powers of `r`
    obtain ⟨A, C⟩ := key 1 one_pos
    obtain ⟨B, D⟩ := key 2 two_pos
    exact ⟨by linear_combination 2 * A - 2 * B, by linear_combination 2 * B - A,
      by linear_combination 2 * C - 2 * D, by linear_combination C - 2 * D⟩
  · rintro ⟨h1, h2, h3, h4⟩ r hr
    have hd := nodeless_hasDerivAt s lam hr
    constructor
    · refine hd.congr_deriv ?_
      linear_combination (nodeless s lam r / r) * h1 + nodeless s lam r * h2
    · refine (hd.const_mul c).congr_deriv ?_
      linear_combination (nodeless s lam r / r) * h3 - nodeless s lam r * h4
```

## The contradiction for positive k

Let k, a and λ be positive. Multiplying the first relation by c and subtracting the third gives

2kc = a(c² + 1) > 0,

so c > 0. From cλ = E − 1 it follows that E + 1 = cλ + 2 > 0. Then (E + 1)c > 0, which contradicts −λ = (E + 1)c.

In the proof, `hq` is the displayed identity, `hc` the sign of c and `hE` the sign of E + 1. The theorem excludes every real E, s and c. It does not need a < k, the condition under which the exponent √(k² − a²) is real and positive. It concerns only components proportional to one function N, with the factor in G set to 1. Any nonzero factor can be divided out, because the equations are linear. If G = 0, the first radial equation reads (E + 1 + a/r)F = 0, so F, being a multiple of N, is zero too and no state is left.

```lean
/-- For positive `k` and an attractive Coulomb potential, no real energy admits a solution with `G =
r ^ s * exp (-lam * r)` and `F = c * G` when `lam` is positive. -/
theorem no_nodeless_level {k a lam : ℝ} (hk : 0 < k) (ha : 0 < a) (hlam : 0 < lam)
    (E s c : ℝ) :
    ¬ IsRadialDirac k a E (nodeless s lam) (fun r => c * nodeless s lam r) := by
  intro h
  obtain ⟨h1, h2, h3, h4⟩ := (nodeless_solves_iff k a E s c lam).1 h
  -- the `1 / r` terms force the amplitude ratio to be positive
  have hq : 2 * k * c = a * (c ^ 2 + 1) := by linear_combination c * h1 - h3
  have hpos : 0 < a * (c ^ 2 + 1) := by positivity
  have hc : 0 < c := by
    by_contra hn
    have hn' : 0 ≤ -c := by linarith
    nlinarith [mul_nonneg hk.le hn']
  -- the constant terms then require both `E > 1` and `E < -1`
  have hE : 0 < E + 1 := by linarith [mul_pos hc hlam]
  linarith [mul_pos hE hc]
```

## A zero of F without any trial function

Now let G and F be any solution with k > 0, a ≥ 0 and E > −1. Multiplying G by r^k removes the term −kG/r:

(r^k G)′ = k r^(k−1) G + r^k (−kG/r + (E + 1 + a/r)F) = r^k (E + 1 + a/r) F.

Suppose that G → 0 at the origin and r^k G → 0 at infinity. For a < k the first condition selects the regular behaviour at the nucleus; for a ≥ k only the zero solution meets it. The second is met by any exponentially decaying G. Then r^k G tends to zero at both ends of the half-line, so its derivative vanishes somewhere in between. The factors r^k and E + 1 + a/r are positive there, and therefore F = 0.

The proof turns on Mathlib's `exists_hasDerivAt_eq_zero'`, a form of Rolle's theorem on an open interval. It asks for a derivative at each interior point and for equal one-sided limits at the two ends; the function's values at the endpoints play no part. That suits a radial function known only for r > 0. The interval must be finite, so the proof substitutes r = tan x with 0 < x < π/2. The chain rule adds the positive factor 1/cos² x, and `p1`, `p2` and `p3` show that none of the three factors multiplying F vanishes.

The conclusion is a zero of F, not a change of sign, and the identically zero solution is included. Nothing is said about zeros of G, which may have none at r > 0, as in the 2p½ state.

For one electron and a point nucleus, this gives a test of a numerical radial solver: a p½ solution with E > −1 whose small component has no zero must violate the radial equations or one of the two limits.

```lean
/-- For positive `k`, `a ≥ 0` and `E > -1`, every solution with `G` vanishing at the origin and `r ^
k * G` vanishing at infinity has a zero of `F` at some positive radius. -/
theorem small_component_has_node {k a E : ℝ} {G F : ℝ → ℝ} (hk : 0 < k) (ha : 0 ≤ a)
    (hE : -1 < E) (h : IsRadialDirac k a E G F) (h0 : Tendsto G (𝓝[>] 0) (𝓝 0))
    (hinf : Tendsto (fun r : ℝ => r ^ k * G r) atTop (𝓝 0)) :
    ∃ r : ℝ, 0 < r ∧ F r = 0 := by
  -- the centrifugal term disappears from the derivative of `r ^ k * G`
  have hd : ∀ r : ℝ, 0 < r → HasDerivAt (fun r : ℝ => r ^ k * G r)
      (r ^ k * ((E + 1 + a / r) * F r)) r := by
    intro r hr
    have hp : HasDerivAt (fun x : ℝ => x ^ k) (k * r ^ (k - 1)) r :=
      Real.hasDerivAt_rpow_const (Or.inl hr.ne')
    refine (hp.fun_mul (h r hr).1).congr_deriv ?_
    rw [Real.rpow_sub_one hr.ne']
    ring
  have hz : Tendsto (fun r : ℝ => r ^ k * G r) (𝓝[>] 0) (𝓝 0) := by
    have hp := (Real.continuous_rpow_const hk.le).tendsto (0 : ℝ)
    simp only [Real.zero_rpow hk.ne'] at hp
    have hm := (hp.mono_left nhdsWithin_le_nhds).mul h0
    rw [mul_zero] at hm
    exact hm
  -- map the half-line to a finite interval by `r = tan x` and apply Rolle's theorem
  have tpos : ∀ x ∈ Ioo (0 : ℝ) (Real.pi / 2), 0 < Real.tan x := fun x hx =>
    Real.tan_pos_of_pos_of_lt_pi_div_two hx.1 hx.2
  have cpos : ∀ x ∈ Ioo (0 : ℝ) (Real.pi / 2), 0 < Real.cos x := fun x hx =>
    Real.cos_pos_of_mem_Ioo ⟨by linarith [hx.1, Real.pi_pos], hx.2⟩
  have ht : Tendsto Real.tan (𝓝[>] 0) (𝓝[>] 0) := by
    refine tendsto_nhdsWithin_iff.2 ⟨?_, ?_⟩
    · have hc := (Real.hasDerivAt_tan (x := 0) (by simp)).continuousAt.tendsto
      rw [Real.tan_zero] at hc
      exact hc.mono_left nhdsWithin_le_nhds
    · filter_upwards [Ioo_mem_nhdsGT Real.pi_div_two_pos] with x hx
      exact tpos x hx
  obtain ⟨x, hx, hx0⟩ := exists_hasDerivAt_eq_zero'
    (f := fun x => Real.tan x ^ k * G (Real.tan x))
    (f' := fun x => Real.tan x ^ k * ((E + 1 + a / Real.tan x) * F (Real.tan x))
      * (1 / Real.cos x ^ 2))
    Real.pi_div_two_pos (hz.comp ht) (hinf.comp Real.tendsto_tan_pi_div_two)
    (fun x hx => (hd _ (tpos x hx)).comp x (Real.hasDerivAt_tan (cpos x hx).ne'))

  have hr := tpos x hx
  have hc := cpos x hx
  have p1 : Real.tan x ^ k ≠ 0 := (Real.rpow_pos_of_pos hr k).ne'
  have p2 : E + 1 + a / Real.tan x ≠ 0 := by
    have := div_nonneg ha hr.le
    linarith
  have p3 : 1 / Real.cos x ^ 2 ≠ 0 := by positivity
  have q1 := (mul_eq_zero.1 hx0).resolve_right p3
  have q2 := (mul_eq_zero.1 q1).resolve_left p1
  exact ⟨Real.tan x, hr, (mul_eq_zero.1 q2).resolve_left p2⟩
```

The two limits are hypotheses here. Another model would define a bound state by a finite integral of G² + F² and derive its behaviour at the ends from the equations. The theorem would then speak of bound states directly, at the price of an asymptotic analysis. Near the origin the solutions behave as r^(±√(k² − a²)), and when 0 < √(k² − a²) < ½ both are square-integrable there, so that model would still need a boundary condition at the nucleus.

## The state that exists for negative k

Let k = −K with 0 < a < K, and set g = √(K² − a²). The four relations are solved by

s = g,  λ = a/K,  E = g/K,  c = (g − K)/a.

Using g² − K² = −a², the checks are

−k + ac = K + (g − K) = g = s

(E + 1)c = (g + K)(g − K)/(Ka) = −a/K = −λ

cs − kc = (g + K)(g − K)/a = −a

cλ = (g − K)/K = E − 1.

Since g < K, the ratio c is negative, and F = cN is negative at every r > 0. The sign of c that positive k forbids is the one that occurs here. For K = 1 this is the 1s½ state, with E = √(1 − a²).

The theorem uses the unnormalised N. To make the integral of G² + F² over r > 0 equal to 1, multiply both components by the square root of

(2λ)^(2g+1) / ((1 + c²) Γ(2g + 1)),

where Γ is the gamma function.

The Lean statement collects three facts: g > 0, the radial equations hold, and F < 0 throughout. Its proof replaces the square root by a variable g that satisfies g² = K² − a², and then verifies the four relations through `nodeless_solves_iff`.

```lean
/-- For the negative quantum number `-K` with `0 < a < K` there is a nodeless solution of energy
`√(K² - a²) / K`, with a positive power at the origin and `F` negative at all `r > 0`. -/
theorem nodeless_level_of_negative {K a : ℝ} (ha : 0 < a) (haK : a < K) :
    0 < √(K ^ 2 - a ^ 2) ∧
    IsRadialDirac (-K) a (√(K ^ 2 - a ^ 2) / K) (nodeless (√(K ^ 2 - a ^ 2)) (a / K))
      (fun r => (√(K ^ 2 - a ^ 2) - K) / a * nodeless (√(K ^ 2 - a ^ 2)) (a / K) r) ∧
    ∀ r : ℝ, 0 < r →
      (√(K ^ 2 - a ^ 2) - K) / a * nodeless (√(K ^ 2 - a ^ 2)) (a / K) r < 0 := by
  have hK : 0 < K := ha.trans haK
  have hrad : 0 < K ^ 2 - a ^ 2 := by nlinarith
  have hg0 : 0 < √(K ^ 2 - a ^ 2) := Real.sqrt_pos.2 hrad
  have hg : √(K ^ 2 - a ^ 2) ^ 2 = K ^ 2 - a ^ 2 := Real.sq_sqrt hrad.le
  generalize √(K ^ 2 - a ^ 2) = g at hg0 hg ⊢
  have hgK : g < K := by nlinarith [pow_pos ha 2]
  refine ⟨hg0, (nodeless_solves_iff _ _ _ _ _ _).2 ⟨?_, ?_, ?_, ?_⟩, ?_⟩
  · field_simp
    ring
  · field_simp
    nlinarith [hg]
  · field_simp
    nlinarith [hg]
  · field_simp
  · intro r hr
    exact mul_neg_of_neg_of_pos (div_neg_of_neg_of_pos (by linarith) ha)
      (nodeless_pos _ _ hr)

end

end MissingNodelessDirac
```

```lean
#print axioms MissingNodelessDirac.no_nodeless_level
#print axioms MissingNodelessDirac.small_component_has_node
#print axioms MissingNodelessDirac.nodeless_level_of_negative
```

```
'MissingNodelessDirac.no_nodeless_level' depends on axioms: [propext, Classical.choice, Quot.sound]
'MissingNodelessDirac.small_component_has_node' depends on axioms: [propext, Classical.choice, Quot.sound]
'MissingNodelessDirac.nodeless_level_of_negative' depends on axioms: [propext, Classical.choice, Quot.sound]
```
